# Removing one to three atoms per cell breaks the P2₁2₁2₁ symmetry of that cell

Put an atom at the origin of a cell with P2₁2₁2₁ symmetry. In fractional coordinates the two screw operations are

\[
A(x,y,z)=(-x+\tfrac12,\,-y,\,z+\tfrac12),\qquad B(x,y,z)=(-x,\,y+\tfrac12,\,-z+\tfrac12).
\]

They and their product \(AB\) (first \(B\), then \(A\)) send the origin to \((\tfrac12,0,\tfrac12)\), \((0,\tfrac12,\tfrac12)\) and \((\tfrac12,\tfrac12,0)\). These four sites form an invariant set. If the atom at the origin is removed, \(A\) carries the atom at \((\tfrac12,0,\tfrac12)\) to the vacancy, and the symmetry is lost.

The same holds for every invariant set of sites \(S\): if \(T\subseteq S\) has one, two or three sites, then \(S\setminus T\) is not invariant. Each assumption behind this statement is taken in turn below.

## One fixed cell, repeated periodically

Coordinates that differ by integers describe the same site, so the cell is \((\mathbb R/\mathbb Z)^3\). In Lean this is `Cell`, and `p.1`, `p.2.1`, `p.2.2` are \(x,y,z\). A vacancy in the cell is therefore a vacancy in every cell of the crystal.

```lean
import Mathlib

namespace OrthorhombicScrewGroup

noncomputable section

/-- The unit cell with opposite faces identified, in fractional coordinates. -/
abbrev Cell := UnitAddCircle × UnitAddCircle × UnitAddCircle

/-- Half a lattice period along an axis. -/
def half : UnitAddCircle := ((1 / 2 : ℝ) : UnitAddCircle)

/-- Two half periods make a full lattice period, which is zero in the cell. -/
theorem half_add_half : half + half = 0 := by
  unfold half
  rw [← AddCircle.coe_add, show (1 / 2 + 1 / 2 : ℝ) = 1 by norm_num]
  exact AddCircle.coe_period 1

/-- Half a period is not a lattice translation. -/
theorem half_ne_zero : half ≠ 0 := by
  intro h
  obtain ⟨n, hn⟩ := (AddCircle.coe_eq_zero_iff (1 : ℝ)).1 h
  rw [zsmul_eq_mul] at hn
  have h2 : (2 * n : ℝ) = 1 := by linarith
  have h3 : 2 * n = 1 := by exact_mod_cast h2
  omega
```

Two facts about the half period are used throughout: \(\tfrac12+\tfrac12\equiv0\), while \(\tfrac12\not\equiv0\). For the second, `half_ne_zero` notes that \(\tfrac12=n\) with \(n\) an integer would give \(2n=1\).

The conclusion concerns this cell only. If three of the four atoms above are removed and the one at the origin stays, the result is a plain orthorhombic lattice, which does have P2₁2₁2₁ symmetry with respect to a cell doubled along all three axes.

## Every twofold operation contains a half translation

The group `spaceGroup` is generated by the two screws, taken modulo lattice translations. `orbit p` is the set of images of a site, and `Invariant S` says that every operation maps \(S\) into itself. Sites carry no chemical species.

```lean
/-- The screw operation (-x+1/2, -y, z+1/2). -/
def screwZ : Equiv.Perm Cell where
  toFun p := (-p.1 + half, -p.2.1, p.2.2 + half)
  invFun p := (-p.1 + half, -p.2.1, p.2.2 - half)
  left_inv p := by
    refine Prod.ext ?_ (Prod.ext ?_ ?_) <;> dsimp only <;> abel
  right_inv p := by
    refine Prod.ext ?_ (Prod.ext ?_ ?_) <;> dsimp only <;> abel

/-- The screw operation (-x, y+1/2, -z+1/2). -/
def screwY : Equiv.Perm Cell where
  toFun p := (-p.1, p.2.1 + half, -p.2.2 + half)
  invFun p := (-p.1, p.2.1 - half, -p.2.2 + half)
  left_inv p := by
    refine Prod.ext ?_ (Prod.ext ?_ ?_) <;> dsimp only <;> abel
  right_inv p := by
    refine Prod.ext ?_ (Prod.ext ?_ ?_) <;> dsimp only <;> abel

/-- The space group P212121 modulo lattice translations, generated by the two screws. -/
def spaceGroup : Subgroup (Equiv.Perm Cell) := Subgroup.closure {screwZ, screwY}

/-- The set of all images of a site under the space group. -/
def orbit (p : Cell) : Set Cell := {q | ∃ g ∈ spaceGroup, g p = q}

/-- A set of atomic sites is invariant if every space-group operation maps it into itself. -/
def Invariant (S : Set Cell) : Prop := ∀ g ∈ spaceGroup, ∀ p ∈ S, g p ∈ S
```

By hand, one composes the operations:

\[
A^2(x,y,z)=(x,y,z+1),\qquad B^2(x,y,z)=(x,y+1,z),
\]
\[
AB(x,y,z)=(x+\tfrac12,\,-y-\tfrac12,\,-z+1),\qquad BA(x,y,z)=(x-\tfrac12,\,-y+\tfrac12,\,-z).
\]

Modulo integers, \(A^2=B^2=1\) and \(AB=BA\), so the group is \(\{1,A,B,AB\}\). `screw_relations` checks these identities coordinate by coordinate. `mem_spaceGroup_iff` then shows, by induction over the generated subgroup, that products and inverses never leave the list of four.

```lean
/-- Modulo lattice translations, each screw is its own inverse and the two screws commute. -/
theorem screw_relations : screwZ * screwZ = 1 ∧ screwY * screwY = 1 ∧
    screwY * screwZ = screwZ * screwY := by
  have hn : -half = half := neg_eq_of_add_eq_zero_right half_add_half
  refine ⟨Equiv.ext fun p => Prod.ext ?_ (Prod.ext ?_ ?_),
    Equiv.ext fun p => Prod.ext ?_ (Prod.ext ?_ ?_),
    Equiv.ext fun p => Prod.ext ?_ (Prod.ext ?_ ?_)⟩
  · show -(-p.1 + half) + half = p.1
    abel
  · show -(-p.2.1) = p.2.1
    abel
  · show p.2.2 + half + half = p.2.2
    rw [add_assoc, half_add_half, add_zero]
  · show -(-p.1) = p.1
    abel
  · show p.2.1 + half + half = p.2.1
    rw [add_assoc, half_add_half, add_zero]
  · show -(-p.2.2 + half) + half = p.2.2
    abel
  · show -(-p.1 + half) = -(-p.1) + half
    rw [neg_add, hn]
  · show -p.2.1 + half = -(p.2.1 + half)
    rw [neg_add, hn]
  · show -(p.2.2 + half) + half = -p.2.2 + half + half
    rw [neg_add, hn]

/-- Modulo lattice translations, the group consists of the identity, the two screws and
their product. -/
theorem mem_spaceGroup_iff (g : Equiv.Perm Cell) : g ∈ spaceGroup ↔
    g = 1 ∨ g = screwZ ∨ g = screwY ∨ g = screwZ * screwY := by
  obtain ⟨ha, hb, hc⟩ := screw_relations
  have ha' : ∀ k, screwZ * (screwZ * k) = k := fun k => by rw [← mul_assoc, ha, one_mul]
  have hc' : ∀ k, screwY * (screwZ * k) = screwZ * (screwY * k) := fun k => by
    rw [← mul_assoc, hc, mul_assoc]
  have hai : screwZ⁻¹ = screwZ := inv_eq_of_mul_eq_one_right ha
  have hbi : screwY⁻¹ = screwY := inv_eq_of_mul_eq_one_right hb
  constructor
  · intro hg
    unfold spaceGroup at hg
    -- the four operations are closed under products and inverses
    induction hg using Subgroup.closure_induction with
    | mem x hx => rcases hx with rfl | rfl <;> simp
    | one => simp
    | mul x y _ _ hx hy =>
      rcases hx with rfl | rfl | rfl | rfl <;> rcases hy with rfl | rfl | rfl | rfl <;>
        simp [mul_assoc, ha, hb, hc, ha', hc']
    | inv x _ hx =>
      rcases hx with rfl | rfl | rfl | rfl <;> simp [mul_inv_rev, hai, hbi, hc]
  · have hz : screwZ ∈ spaceGroup := Subgroup.subset_closure (Or.inl rfl)
    have hy : screwY ∈ spaceGroup := Subgroup.subset_closure (Or.inr rfl)
    rintro (rfl | rfl | rfl | rfl)
    exacts [one_mem _, hz, hy, mul_mem hz hy]
```

Now \(A\) shifts \(z\) by \(\tfrac12\), \(B\) shifts \(y\), and \(AB\) shifts \(x\). Since \(\tfrac12\not\equiv0\), none of them fixes a site; `no_fixed_site` reads off the shifted coordinate in each case.

The images \(p,Ap,Bp,ABp\) are therefore distinct. The first differs from the other three because nothing is fixed. If \(Ap=Bp\), applying \(A\) gives \(p=ABp\). If \(Ap=ABp\), then \(p=Bp\). If \(Bp=ABp\), then \(A\) fixes \(Bp\). All three are impossible. `orbit_ncard` follows the same cases and counts four sites.

```lean
/-- Neither screw nor their product leaves any site of the cell fixed. -/
theorem no_fixed_site (p : Cell) :
    screwZ p ≠ p ∧ screwY p ≠ p ∧ screwZ (screwY p) ≠ p := by
  refine ⟨fun h => ?_, fun h => ?_, fun h => ?_⟩
  · have h1 : p.2.2 + half = p.2.2 := congrArg (fun q : Cell => q.2.2) h
    exact half_ne_zero (by simpa using h1)
  · have h1 : p.2.1 + half = p.2.1 := congrArg (fun q : Cell => q.2.1) h
    exact half_ne_zero (by simpa using h1)
  · have h1 : -(-p.1) + half = p.1 := congrArg (fun q : Cell => q.1) h
    exact half_ne_zero (by simpa using h1)

/-- Every site of the cell has exactly four images under the space group. -/
theorem orbit_ncard (p : Cell) : (orbit p).ncard = 4 := by
  have ho : orbit p = {p, screwZ p, screwY p, screwZ (screwY p)} := by
    ext q
    constructor
    · rintro ⟨g, hg, rfl⟩
      rcases (mem_spaceGroup_iff g).1 hg with rfl | rfl | rfl | rfl <;> simp
    · rintro (rfl | rfl | rfl | rfl)
      · exact ⟨1, (mem_spaceGroup_iff _).2 (by simp), rfl⟩
      · exact ⟨screwZ, (mem_spaceGroup_iff _).2 (by simp), rfl⟩
      · exact ⟨screwY, (mem_spaceGroup_iff _).2 (by simp), rfl⟩
      · exact ⟨screwZ * screwY, (mem_spaceGroup_iff _).2 (by simp), rfl⟩
  -- the four images are pairwise distinct
  have h1 : p ∉ ({screwZ p, screwY p, screwZ (screwY p)} : Set Cell) := by
    simp only [Set.mem_insert_iff, Set.mem_singleton_iff, not_or]
    exact ⟨(no_fixed_site p).1.symm, (no_fixed_site p).2.1.symm, (no_fixed_site p).2.2.symm⟩
  have h2 : screwZ p ∉ ({screwY p, screwZ (screwY p)} : Set Cell) := by
    simp only [Set.mem_insert_iff, Set.mem_singleton_iff, not_or]
    refine ⟨fun h => (no_fixed_site p).2.2 ?_,
      fun h => (no_fixed_site p).2.1 (screwZ.injective h).symm⟩
    rw [← h]
    exact Equiv.congr_fun screw_relations.1 p
  have e1 := Set.ncard_insert_of_notMem h1
  have e2 := Set.ncard_insert_of_notMem h2
  have e3 := Set.ncard_pair (no_fixed_site (screwY p)).1.symm
  rw [ho]
  omega
```

Suppose only the shift of \(z\) in \(A\) were missing. Then \(A\) would be a pure rotation about the line \(x=\tfrac14,\ y=0\), an atom on that line would have just two images, and this pair could be removed without loss of symmetry.

## The crystal is symmetric before the removal

The hypothesis `hS` says that the perfect crystal has the symmetry. It enters through differences of sets. Let \(S\) and \(T\) be invariant, \(p\in S\setminus T\) and \(g\) in the group. Then \(gp\in S\). If \(gp\) were in \(T\), so would be \(g^{-1}gp=p\), a contradiction. Hence \(S\setminus T\) is invariant, and `invariant_diff` is this argument.

```lean
/-- Removing an invariant set of sites from an invariant set leaves an invariant set. -/
theorem invariant_diff {S T : Set Cell} (hS : Invariant S) (hT : Invariant T) :
    Invariant (S \ T) := by
  intro g hg p hp
  refine ⟨hS g hg p hp.1, fun h => hp.2 ?_⟩
  have h1 := hT g⁻¹ (inv_mem hg) (g p) h
  simpa using h1
```

Without `hS` a removal can create symmetry: take the four atoms of the opening example, add a fifth anywhere else, and remove it again.

## At most three atoms are removed

The bound `h3` is sharp. If \(p\) lies in an invariant \(S\), all its images do too, so its orbit is a subset of \(S\) with four sites. The orbit is itself invariant, because \(g(kp)=(gk)p\) for group elements \(g,k\). By the previous argument \(S\) without the orbit is invariant, so four suitably chosen atoms can be removed with the symmetry intact.

```lean
/-- Sharpness: the orbit of an atom in an invariant set consists of four atoms of the set,
and removing them together preserves the symmetry. -/
theorem remove_orbit {S : Set Cell} (hS : Invariant S) {p : Cell} (hp : p ∈ S) :
    orbit p ⊆ S ∧ (orbit p).ncard = 4 ∧ Invariant (S \ orbit p) := by
  refine ⟨?_, orbit_ncard p, invariant_diff hS ?_⟩
  · rintro q ⟨g, hg, rfl⟩
    exact hS g hg p hp
  · rintro g hg q ⟨k, hk, rfl⟩
    exact ⟨g * k, mul_mem hg hk, rfl⟩
```

## Finite sets of atoms are counted in fours

A real cell holds finitely many atoms, and `hf` says so. By hand, an invariant finite set is either empty, with \(0\) atoms, or contains some \(p\). In the second case removing the orbit of \(p\) leaves a smaller invariant set with \(|S|-4\) atoms. If four divides that number, it divides \(|S|\). `four_dvd_ncard` is this strong induction on the number of atoms, with `remove_orbit` supplying the step.

```lean
/-- The number of atoms per cell in a finite invariant set is divisible by four. -/
theorem four_dvd_ncard {S : Set Cell} (hf : S.Finite) (hS : Invariant S) : 4 ∣ S.ncard := by
  have key : ∀ n : ℕ, ∀ S : Set Cell, S.Finite → Invariant S → S.ncard = n → 4 ∣ n := by
    intro n
    induction n using Nat.strong_induction_on with
    | _ n ih =>
      intro S hf hS hn
      rcases S.eq_empty_or_nonempty with rfl | ⟨p, hp⟩
      · rw [← hn, Set.ncard_empty]
        exact dvd_zero 4
      · -- split off one orbit of four atoms
        obtain ⟨hsub, h4, hinv⟩ := remove_orbit hS hp
        have hc := Set.ncard_sdiff_add_ncard_of_subset hsub hf
        have hd := ih (S \ orbit p).ncard (by omega) _ (hf.subset Set.sdiff_subset) hinv rfl
        omega
  exact key _ S hf hS rfl
```

Finiteness is what lets the induction descend. Lean's `ncard` gives an infinite set the value 0, so here the divisibility itself would survive without `hf`; by the same convention, `1 ≤ T.ncard` already makes \(T\) finite.

## The vacancies are real: some atom is removed, and each was present

In the main theorem, `hTS` says that the removed sites were occupied, and `h1` that there is at least one. Suppose \(S\setminus T\) were invariant. Then so would be

\[
S\setminus(S\setminus T)=T,
\]

where the equality uses \(T\subseteq S\). Four would divide \(|T|\), but \(1\le|T|\le3\). The proof has the same steps: `invariant_diff`, the rewriting of the double difference, `four_dvd_ncard` for \(T\), and `omega` for the arithmetic. \(S\) itself may be infinite.

```lean
/-- Removing one, two or three atoms per cell from an invariant set always breaks the
P212121 symmetry of that cell. -/
theorem vacancies_break_symmetry {S T : Set Cell} (hS : Invariant S) (hTS : T ⊆ S)
    (h1 : 1 ≤ T.ncard) (h3 : T.ncard ≤ 3) : ¬ Invariant (S \ T) := by
  intro h
  -- the removed atoms would themselves form an invariant set
  have hT := invariant_diff hS h
  rw [Set.sdiff_sdiff_cancel_left hTS] at hT
  have hd := four_dvd_ncard (Set.finite_of_ncard_pos (by omega)) hT
  omega
```

If \(T\) is empty, or is a single site outside \(S\), nothing is removed and the symmetry stays.

For a periodic vacancy calculation with point-like atoms and one to three vacancies in each P2₁2₁2₁ cell, this means that the full group of the perfect crystal may no longer be imposed on the structure.

## With finitely many atoms per cell, new coordinates in the same cell do not restore the symmetry

The broken symmetry might seem to depend on where the origin and axes were placed. The last theorem allows any bijection \(e\) of the cell, which includes origin shifts and permutations of the axes, and shows that \(e(S\setminus T)\) is still not invariant. It also applies to relaxation of the remaining atoms within the cell, as long as they stay on distinct sites, since such a displacement of finitely many points extends to a bijection.

Here `hf` requires \(S\) to be finite. A bijection preserves the number of atoms, so if the image were invariant, four would divide

\[
|e(S\setminus T)|=|S|-|T|.
\]

Four also divides \(|S|\), hence \(|T|\), which again contradicts \(1\le|T|\le3\). The proof applies `four_dvd_ncard` twice, to the image and to \(S\), and `omega` combines the counts.

```lean
/-- After one, two or three atoms are removed from a finite invariant set, no bijective change
of coordinates `e` of the same cell makes the remaining set invariant. -/
theorem no_recoordinatization_restores {S T : Set Cell} (hf : S.Finite) (hS : Invariant S)
    (hTS : T ⊆ S) (h1 : 1 ≤ T.ncard) (h3 : T.ncard ≤ 3) (e : Equiv.Perm Cell) :
    ¬ Invariant (e '' (S \ T)) := by
  intro h
  have hd := four_dvd_ncard ((hf.subset Set.sdiff_subset).image e) h
  rw [Set.ncard_image_of_injective _ e.injective] at hd
  have hc := Set.ncard_sdiff_add_ncard_of_subset hTS hf
  have h4 := four_dvd_ncard hf hS
  omega

end

end OrthorhombicScrewGroup
```

For a countably infinite \(S\) the conclusion fails: \(S\setminus T\) is then countably infinite too, and some bijection of the cell carries it onto \(S\).

```lean
#print axioms OrthorhombicScrewGroup.vacancies_break_symmetry
#print axioms OrthorhombicScrewGroup.no_recoordinatization_restores
```

```
'OrthorhombicScrewGroup.vacancies_break_symmetry' depends on axioms: [propext, Classical.choice, Quot.sound]
'OrthorhombicScrewGroup.no_recoordinatization_restores' depends on axioms: [propext, Classical.choice, Quot.sound]
```
